# The Cohen-Fano factor for photoemission from two centres with equal or opposite weights

Two centres a distance R apart emit with real weights 1 and s, where s is 1 or −1, and their amplitudes are added with opposite phases ±kRx/2, x being the cosine of the angle between the molecular axis and the emission direction. The theorem `cohenFano_eq` says that half the squared amplitude, averaged over random orientations, equals 1 + s sin(kR)/(kR) whenever kR ≠ 0. The weights do not depend on direction, and the factor one half amounts to using the weights 1/√2 and s/√2, whose squares sum to one. The proof takes the one half out of the average in a step called `hhalf`, applies the average already found for general complex weights, and finishes with s² = 1.

Lean 4 with Mathlib refuses this proof:

```lean
import Mathlib

open scoped ComplexConjugate

namespace CohenFanoEq

noncomputable section

/-- Photoemission amplitude of two centres a distance `R` apart with complex weights `a` and `b`,
for wavenumber `k` and cosine `x` of the angle between molecular axis and emission direction. -/
def twoCentreAmplitude (a b : ℂ) (k R x : ℝ) : ℂ :=
  a * Complex.exp (((k * R * x / 2 : ℝ) : ℂ) * Complex.I) +
    b * Complex.exp (((-(k * R * x / 2) : ℝ) : ℂ) * Complex.I)

/-- Average over random molecular orientations of a quantity that depends only on the cosine `x`
of the angle between the molecular axis and a fixed direction. -/
def orientationAverage (f : ℝ → ℝ) : ℝ :=
  (1 / 2) * ∫ x in (-1 : ℝ)..1, f x

/-- The Cohen-Fano factor: the orientation average of half the squared amplitude of two centres with
weights `1` and `s`, where `s` is real. For identical s-type atomic orbitals, `s = 1` is the gerade
and `s = -1` the ungerade combination. -/
def cohenFano (s k R : ℝ) : ℝ :=
  orientationAverage fun x => (1 / 2) * ‖twoCentreAmplitude 1 (s : ℂ) k R x‖ ^ 2

/-- At fixed orientation the intensity is the sum of the two single-centre intensities and an
interference term that oscillates with the phase difference `k R x`. -/
theorem twoCentreAmplitude_sq (a b : ℂ) (k R x : ℝ) :
    ‖twoCentreAmplitude a b k R x‖ ^ 2 = ‖a‖ ^ 2 + ‖b‖ ^ 2 +
      2 * ((a * conj b).re * Real.cos (k * R * x) - (a * conj b).im * Real.sin (k * R * x)) := by
  -- express everything through half the phase difference
  have hphase : k * R * x = 2 * (k * R * x / 2) := by ring
  have hc : Real.cos (k * R * x) = 2 * Real.cos (k * R * x / 2) ^ 2 - 1 := by
    conv_lhs => rw [hphase, Real.cos_two_mul]
  have hs : Real.sin (k * R * x) =
      2 * Real.sin (k * R * x / 2) * Real.cos (k * R * x / 2) := by
    conv_lhs => rw [hphase, Real.sin_two_mul]
  rw [hc, hs]
  simp only [twoCentreAmplitude, Complex.sq_norm, Complex.normSq_apply, Complex.add_re,
    Complex.add_im, Complex.mul_re, Complex.mul_im, Complex.exp_ofReal_mul_I_re,
    Complex.exp_ofReal_mul_I_im, Real.cos_neg, Real.sin_neg, Complex.conj_re, Complex.conj_im]
  linear_combination (a.re ^ 2 + a.im ^ 2 + b.re ^ 2 + b.im ^ 2
    - 2 * (a.re * b.re + a.im * b.im)) * Real.sin_sq_add_cos_sq (k * R * x / 2)

/-- Orientation averaging of a constant plus an oscillation of nonzero frequency `q` in `x`
removes the sine part and turns the cosine into `sin q / q`. -/
theorem orientationAverage_oscillation (A p m : ℝ) {q : ℝ} (hq : q ≠ 0) :
    orientationAverage (fun x => A + 2 * (p * Real.cos (q * x) - m * Real.sin (q * x))) =
      A + 2 * p * (Real.sin q / q) := by
  -- an explicit antiderivative
  have hF : ∀ x : ℝ, HasDerivAt
      (fun y => A * y + 2 / q * (p * Real.sin (q * y) + m * Real.cos (q * y)))
      (A + 2 * (p * Real.cos (q * x) - m * Real.sin (q * x))) x := by
    intro x
    have hl : HasDerivAt (fun y : ℝ => q * y) q x :=
      ((hasDerivAt_id' x).const_mul q).congr_deriv (mul_one q)
    have e : 2 / q * q = 2 := div_mul_cancel₀ _ hq
    refine (((hasDerivAt_id' x).const_mul A).fun_add
      (((hl.sin.const_mul p).fun_add (hl.cos.const_mul m)).const_mul (2 / q))).congr_deriv ?_
    linear_combination (p * Real.cos (q * x) - m * Real.sin (q * x)) * e
  unfold orientationAverage
  rw [intervalIntegral.integral_eq_sub_of_hasDerivAt (fun x _ => hF x)
    (Continuous.intervalIntegrable (by fun_prop) _ _)]
  simp only [mul_one, mul_neg, Real.sin_neg, Real.cos_neg]
  ring

/-- For `k R ≠ 0` and any complex weights of the two centres, the orientation-averaged intensity
is the sum of the single-centre intensities plus an interference term with `sin (k R) / (k R)`. -/
theorem twoCentre_average (a b : ℂ) {k R : ℝ} (hq : k * R ≠ 0) :
    orientationAverage (fun x => ‖twoCentreAmplitude a b k R x‖ ^ 2) =
      ‖a‖ ^ 2 + ‖b‖ ^ 2 + 2 * (a * conj b).re * (Real.sin (k * R) / (k * R)) := by
  simp only [twoCentreAmplitude_sq]
  exact orientationAverage_oscillation _ _ _ hq

/-- The Cohen-Fano formula: for `k R ≠ 0` and `s = 1` or `s = -1`, the orientation-averaged
factor equals `1 + s sin (k R) / (k R)`. -/
theorem cohenFano_eq {s k R : ℝ} (hs : s = 1 ∨ s = -1) (hq : k * R ≠ 0) :
    cohenFano s k R = 1 + s * (Real.sin (k * R) / (k * R)) := by
  have hs2 : s ^ 2 = 1 := by rcases hs with rfl | rfl <;> norm_num
  have hhalf : cohenFano s k R =
      1 / 2 * orientationAverage (fun x => ‖twoCentreAmplitude 1 (s : ℂ) k R x‖ ^ 2) := by
    unfold cohenFano orientationAverage
    rw [intervalIntegral.integral_const_mul]
    ring
  have e1 : ‖(s : ℂ)‖ ^ 2 = s ^ 2 := by
    rw [Complex.norm_real, Real.norm_eq_abs, sq_abs]
  have e2 : ((1 : ℂ) * conj (s : ℂ)).re = s := by simp
  rw [hhalf, twoCentre_average 1 (s : ℂ) hq, e1, e2, norm_one]
  linear_combination (1 / 2) * hs2

end

end CohenFanoEq
```

Lean reports:

```
Main.lean:84:4: error: No goals to be solved
```

As a diff, the version that Lean accepts:

```diff
@@ -82,5 +82,4 @@
     unfold cohenFano orientationAverage
     rw [intervalIntegral.integral_const_mul]
-    ring
   have e1 : ‖(s : ℂ)‖ ^ 2 = s ^ 2 := by
     rw [Complex.norm_real, Real.norm_eq_abs, sq_abs]
```

The message "No goals to be solved" points to the `ring` at the end of `hhalf`: when Lean reaches it, nothing is left to prove.

After `unfold`, the left side is one half times an integral with another factor one half inside it, and the right side is one half times one half times the integral of the squared amplitude. Rewriting with `intervalIntegral.integral_const_mul` takes the inner constant out of the integral on the left. The two sides are then the same expression, with the factors grouped in the same way, so no algebra is needed. After rewriting, `rw` tries to close the goal by `rfl`, and here it succeeds. The `ring` that follows has no goal to work on, and that is an error.

The diff deletes this `ring`, and `hhalf` now ends with the `rw` that proves it.
